# Rounding to q bits and then to p bits can miss the nearest p-bit number

The number 1.3125, in binary 1.0101, rounds to 1.25 at three significant bits, and 1.25 is a tie between the two-bit numbers 1 and 1.5 that goes to the even neighbour 1, although 1.3125 itself is closer to 1.5. The file below proves that the same happens for every pair of precisions 2 ≤ p < q, with the number x = 1 + 2^(-p) + 2^(-(q+1)).

```lean
import Mathlib

noncomputable section

namespace DoubleRounding

/-- Rounding of a real number to the nearest integer, ties going to the even neighbour. -/
def roundEven (x : ℝ) : ℤ :=
  if x - ⌊x⌋ < 1 / 2 then ⌊x⌋
  else if 1 / 2 < x - ⌊x⌋ then ⌊x⌋ + 1
  else if Even ⌊x⌋ then ⌊x⌋ else ⌊x⌋ + 1

/-- Spacing of the binary floating-point numbers with `p` significant bits in the binade of `x`. -/
def ulp (p : ℕ) (x : ℝ) : ℝ := (2 : ℝ) ^ (Int.log 2 |x| + 1 - (p : ℤ))

/-- Rounding to `p` significant bits, to nearest with ties to even, with unbounded exponent. -/
def fl (p : ℕ) (x : ℝ) : ℝ := roundEven (x / ulp p x) * ulp p x

/-- The number `1 + 2^(-p) + 2^(-(q+1))`. -/
def trap (p q : ℕ) : ℝ := 1 + 1 / 2 ^ p + 1 / 2 ^ (q + 1)

/-- An integer at distance less than one half from `x` is the rounded value of `x`. -/
lemma roundEven_eq_of_abs_lt {x : ℝ} {m : ℤ} (h : |x - m| < 1 / 2) : roundEven x = m := by
  obtain ⟨h1, h2⟩ := abs_lt.mp h
  unfold roundEven
  rcases le_or_gt (m : ℝ) x with hm | hm
  · have hf : ⌊x⌋ = m := Int.floor_eq_iff.mpr ⟨hm, by linarith⟩
    have a : x - (m : ℝ) < 1 / 2 := h2
    rw [hf, if_pos a]
  · have hf : ⌊x⌋ = m - 1 :=
      Int.floor_eq_iff.mpr ⟨by push_cast; linarith, by push_cast; linarith⟩
    have b : 1 / 2 < x - ((m - 1 : ℤ) : ℝ) := by push_cast; linarith
    rw [hf, if_neg (not_lt.mpr b.le), if_pos b]
    ring

/-- A tie just above an even integer is rounded down to it. -/
lemma roundEven_tie {m : ℤ} (hm : Even m) : roundEven ((m : ℝ) + 1 / 2) = m := by
  have hf : ⌊(m : ℝ) + 1 / 2⌋ = m := Int.floor_eq_iff.mpr ⟨by linarith, by linarith⟩
  have h : (m : ℝ) + 1 / 2 - m = 1 / 2 := by ring
  unfold roundEven
  rw [hf, h]
  simp [hm]

/-- The error of a single rounding to `p` bits is at most half a spacing. -/
theorem abs_sub_fl_le (p : ℕ) (x : ℝ) : |x - fl p x| ≤ ulp p x / 2 := by
  have hr : ∀ y : ℝ, |y - roundEven y| ≤ 1 / 2 := by
    intro y
    have h1 := Int.floor_le y
    have h2 := Int.lt_floor_add_one y
    unfold roundEven
    split_ifs <;> push_cast <;> rw [abs_le] <;> constructor <;> linarith
  have hu : 0 < ulp p x := by unfold ulp; positivity
  have e : x - fl p x = (x / ulp p x - roundEven (x / ulp p x)) * ulp p x := by
    unfold fl
    rw [sub_mul, div_mul_cancel₀ _ hu.ne']
  rw [e, abs_mul, abs_of_pos hu]
  nlinarith [hr (x / ulp p x)]

/-- Between 1 and 2 the spacing of the `p`-bit numbers is `2^(1-p)`. -/
lemma ulp_of_mem {x : ℝ} (h1 : 1 ≤ x) (h2 : x < 2) (p : ℕ) : ulp p x = 2 / 2 ^ p := by
  have hx : 0 < x := by linarith
  have hf : ⌊x⌋₊ = 1 :=
    (Nat.floor_eq_iff hx.le).mpr ⟨by push_cast; linarith, by push_cast; linarith⟩
  unfold ulp
  rw [abs_of_pos hx, Int.log_of_one_le_right 2 h1, hf, Nat.log_one_right,
    zpow_sub₀ two_ne_zero, zpow_natCast]
  simp

/-- For `1 ≤ p < q`, the number `1 + 2^(-p) + 2^(-(q+1))` lies in `[1, 2)`. -/
lemma trap_mem {p q : ℕ} (hp : 1 ≤ p) (hpq : p < q) : 1 ≤ trap p q ∧ trap p q < 2 := by
  have hP : (2 : ℝ) ^ 1 ≤ 2 ^ p := pow_le_pow_right₀ one_le_two hp
  have hQ : (2 : ℝ) ^ 2 ≤ 2 ^ (q + 1) := pow_le_pow_right₀ one_le_two (by omega)
  have a := one_div_le_one_div_of_le (by norm_num) hP
  have b := one_div_le_one_div_of_le (by norm_num) hQ
  have n1 : (1 : ℝ) / 2 ^ 1 = 1 / 2 := by norm_num
  have n2 : (1 : ℝ) / 2 ^ 2 = 1 / 4 := by norm_num
  rw [n1] at a
  rw [n2] at b
  have c : (0 : ℝ) < 1 / 2 ^ p := by positivity
  have d : (0 : ℝ) < 1 / 2 ^ (q + 1) := by positivity
  unfold trap
  constructor <;> linarith

/-- For `1 ≤ p < q`, rounding `1 + 2^(-p) + 2^(-(q+1))` to `q` bits gives `1 + 2^(-p)`. -/
theorem first_rounding {p q : ℕ} (hp : 1 ≤ p) (hpq : p < q) :
    fl q (trap p q) = 1 + 1 / 2 ^ p := by
  have h := trap_mem hp hpq
  obtain ⟨d, rfl⟩ : ∃ d, q = p + d + 1 := ⟨q - p - 1, by omega⟩
  have hP : (2 : ℝ) ^ p ≠ 0 := by positivity
  have hD : (2 : ℝ) ^ d ≠ 0 := by positivity
  -- on the fine grid the number sits a quarter spacing above a grid point
  have e : trap p (p + d + 1) / (2 / 2 ^ (p + d + 1)) = 2 ^ p * 2 ^ d + 2 ^ d + 1 / 4 := by
    unfold trap
    simp only [pow_succ, pow_add]
    generalize (2 : ℝ) ^ p = P at *
    generalize (2 : ℝ) ^ d = D at *
    field_simp
    ring
  have hr : roundEven (trap p (p + d + 1) / (2 / 2 ^ (p + d + 1))) = 2 ^ p * 2 ^ d + 2 ^ d := by
    apply roundEven_eq_of_abs_lt
    rw [e, abs_lt]; push_cast
    constructor <;> linarith
  unfold fl
  rw [ulp_of_mem h.1 h.2, hr]
  push_cast
  simp only [pow_succ, pow_add]
  generalize (2 : ℝ) ^ p = P at *
  generalize (2 : ℝ) ^ d = D at *
  field_simp

/-- For `p ≥ 2`, rounding `1 + 2^(-p)` to `p` bits gives `1`. -/
theorem second_rounding {p : ℕ} (hp : 2 ≤ p) : fl p (1 + 1 / 2 ^ p) = 1 := by
  obtain ⟨r, rfl⟩ : ∃ r, p = r + 2 := ⟨p - 2, by omega⟩
  have hc : (0 : ℝ) < 1 / 2 ^ (r + 2) := by positivity
  have hlt : (1 : ℝ) / 2 ^ (r + 2) < 1 := by
    rw [div_lt_one (by positivity)]
    exact one_lt_pow₀ one_lt_two (by omega)
  -- the number is a tie, and the significand of 1 is even
  have e : (1 + 1 / 2 ^ (r + 2) : ℝ) / (2 / 2 ^ (r + 2)) = ((2 ^ (r + 1) : ℤ) : ℝ) + 1 / 2 := by
    have hR : (2 : ℝ) ^ r ≠ 0 := by positivity
    push_cast
    simp only [pow_succ]
    generalize (2 : ℝ) ^ r = R at *
    field_simp
  have hev : Even (2 ^ (r + 1) : ℤ) := ⟨2 ^ r, by ring⟩
  unfold fl
  rw [ulp_of_mem (by linarith) (by linarith), e, roundEven_tie hev]
  push_cast
  rw [pow_succ 2 (r + 1)]
  field_simp

/-- For `1 ≤ p < q`, rounding `1 + 2^(-p) + 2^(-(q+1))` directly to `p` bits gives `1 + 2^(1-p)`. -/
theorem direct_rounding {p q : ℕ} (hp : 1 ≤ p) (hpq : p < q) :
    fl p (trap p q) = 1 + 2 / 2 ^ p := by
  have h := trap_mem hp hpq
  obtain ⟨d, rfl⟩ : ∃ d, q = p + d + 1 := ⟨q - p - 1, by omega⟩
  obtain ⟨r, rfl⟩ : ∃ r, p = r + 1 := ⟨p - 1, by omega⟩
  have hR : (2 : ℝ) ^ r ≠ 0 := by positivity
  have hD : (2 : ℝ) ^ d ≠ 0 := by positivity
  have hs : (0 : ℝ) < 1 / 2 ^ d := by positivity
  have hs1 : (1 : ℝ) / 2 ^ d ≤ 1 := by
    rw [div_le_one (by positivity)]
    exact one_le_pow₀ one_le_two
  -- the last bit of the number lifts it strictly above the tie
  have e : trap (r + 1) (r + 1 + d + 1) / (2 / 2 ^ (r + 1))
      = 2 ^ r + 1 / 2 + 1 / 8 * (1 / 2 ^ d) := by
    unfold trap
    simp only [pow_succ, pow_add]
    generalize (2 : ℝ) ^ r = R at *
    generalize (2 : ℝ) ^ d = D at *
    field_simp <;> ring
  have hr : roundEven (trap (r + 1) (r + 1 + d + 1) / (2 / 2 ^ (r + 1))) = 2 ^ r + 1 := by
    apply roundEven_eq_of_abs_lt
    rw [e, abs_lt]; push_cast
    constructor <;> linarith
  unfold fl
  rw [ulp_of_mem h.1 h.2, hr]
  push_cast
  rw [pow_succ]
  field_simp

/-- For `2 ≤ p < q`, rounding `1 + 2^(-p) + 2^(-(q+1))` first to `q` and then to `p` bits gives
`1`, whereas rounding it directly to `p` bits gives `1 + 2^(1-p)`. -/
theorem double_rounding {p q : ℕ} (hp : 2 ≤ p) (hpq : p < q) :
    fl p (fl q (1 + 1 / 2 ^ p + 1 / 2 ^ (q + 1))) = 1 ∧
      fl p (1 + 1 / 2 ^ p + 1 / 2 ^ (q + 1)) = 1 + 2 / 2 ^ p := by
  change fl p (fl q (trap p q)) = 1 ∧ fl p (trap p q) = 1 + 2 / 2 ^ p
  exact ⟨by rw [first_rounding (by omega) hpq, second_rounding hp],
    direct_rounding (by omega) hpq⟩

/-- For `2 ≤ p < q`, rounding `1 + 2^(-p) + 2^(-(q+1))` first to `q` and then to `p` bits has an
error larger than half the spacing of the `p`-bit numbers around it. -/
theorem double_rounding_error {p q : ℕ} (hp : 2 ≤ p) (hpq : p < q) :
    ulp p (trap p q) / 2 < |trap p q - fl p (fl q (trap p q))| := by
  have h := trap_mem (p := p) (q := q) (by omega) hpq
  have c : (0 : ℝ) < 1 / 2 ^ (q + 1) := by positivity
  have e : (2 : ℝ) / 2 ^ p / 2 = 1 / 2 ^ p := by ring
  rw [first_rounding (by omega) hpq, second_rounding hp, ulp_of_mem h.1 h.2, e,
    abs_of_nonneg (by linarith [h.1])]
  unfold trap
  linarith

/-- For `p = 1 < q`, rounding `1 + 2^(-p) + 2^(-(q+1))` first to `q` bits and then to one bit gives
the same value as rounding it directly to one bit. -/
theorem one_bit_agrees {q : ℕ} (hq : 1 < q) :
    fl 1 (fl q (trap 1 q)) = fl 1 (trap 1 q) := by
  have hf : ⌊(3 / 2 : ℝ)⌋ = 1 := Int.floor_eq_iff.mpr ⟨by norm_num, by norm_num⟩
  -- the tie 3/2 now has the odd neighbour 1 below it, so it goes up
  have hr : roundEven (3 / 2) = 2 := by
    unfold roundEven
    rw [hf]
    norm_num
  have hu : ulp 1 (3 / 2) = 2 / 2 ^ 1 := ulp_of_mem (by norm_num) (by norm_num) 1
  have e : (1 + 1 / 2 ^ 1 : ℝ) = 3 / 2 := by norm_num
  have e' : (3 / 2 : ℝ) / (2 / 2 ^ 1) = 3 / 2 := by norm_num
  rw [first_rounding le_rfl hq, direct_rounding le_rfl hq, e]
  unfold fl
  rw [hu, e', hr]
  norm_num

end DoubleRounding
```

```lean
#print axioms DoubleRounding.abs_sub_fl_le
#print axioms DoubleRounding.double_rounding
#print axioms DoubleRounding.double_rounding_error
#print axioms DoubleRounding.one_bit_agrees
```

```
'DoubleRounding.abs_sub_fl_le' depends on axioms: [propext, Classical.choice, Quot.sound]
'DoubleRounding.double_rounding' depends on axioms: [propext, Classical.choice, Quot.sound]
'DoubleRounding.double_rounding_error' depends on axioms: [propext, Classical.choice, Quot.sound]
'DoubleRounding.one_bit_agrees' depends on axioms: [propext, Classical.choice, Quot.sound]
```

## Floating-point rounding as integer rounding

A nonzero binary floating-point number with p significant bits is an integer significand times a power of two. If a real number x satisfies 2^e ≤ |x| < 2^(e+1), the p-bit numbers with magnitudes from 2^e to 2^(e+1) are spaced by

ulp = 2^(e+1-p).

To round x, one divides by this spacing, rounds the quotient to the nearest integer, and multiplies back. The definition `fl p x` does exactly this. The spacing is `ulp p x`, where `Int.log 2 |x|` supplies the exponent e, and the integer rounding is `roundEven`. That function looks at the fractional part of its argument: below 1/2 it goes down, above 1/2 it goes up, and at exactly 1/2 it chooses the even neighbour.

All quantities are real numbers. Thus `fl q x` is the exact real value that a q-bit format would hold, and the composition `fl p (fl q x)` is a conversion from the wide format to the narrow one. The precisions p and q are natural numbers that count the leading bit, so single precision has p = 24 and double precision has p = 53.

The exponent is unbounded, which leaves out overflow, subnormal numbers and special values such as infinities. Only base 2 and rounding to nearest with ties to even are treated.

## What is proved about the two routes

The main theorem, `double_rounding`, takes natural numbers with 2 ≤ p and p < q and proves two equations about the real number x = 1 + 2^(-p) + 2^(-(q+1)):

fl p (fl q x) = 1

fl p x = 1 + 2^(1-p)

In the file the second value is written `1 + 2 / 2 ^ p`. The two results are adjacent p-bit numbers, one full spacing apart. The shorthand `trap p q` stands for x in the lemmas, while the main theorem spells the number out.

Two further theorems put this into the language of error bounds. According to `abs_sub_fl_le`, a single rounding of any real number is off by at most half a spacing. According to `double_rounding_error`, the double rounding of x is off by strictly more than that. A half-spacing bound for the final format therefore does not carry over to a result that was first rounded to a wider one.

The theorems concern one number for each pair (p, q). They do not describe all inputs on which the two routes differ.

## Where a simulation can meet such a number

The number x needs q + 2 significant bits, so it cannot be stored in the q-bit format, but it can be the exact result of an operation on stored numbers. For instance, it is the sum of 1 + 2^(-p) and 2^(-(q+1)), both of which fit into q bits.

When a mixed-precision code adds two double-precision numbers and stores the sum in single precision, the stored value can therefore differ in its last bit from the exact sum rounded once to single precision. Here the operand 1 + 2^(-24) needs 25 significant bits and is not itself a single-precision number, so the example says nothing about sums of two single-precision numbers. This bears on bitwise comparisons between runs that use different intermediate precisions. The excess over the half-spacing bound is itself small: in this example it is 2^(-(q+1)).

## The calculation by hand

**The exponent.** Since p ≥ 1 and q ≥ 2, we have 2^(-p) ≤ 1/2 and 2^(-(q+1)) ≤ 1/8. Hence 1 ≤ x < 2, the exponent is e = 0, and the spacings of the two grids are 2^(1-q) and 2^(1-p).

**Rounding to q bits.** Dividing x by the fine spacing gives

x / 2^(1-q) = 2^(q-1) + 2^(q-1-p) + 1/4.

Because q ≥ p + 1, the first two terms are integers. The quotient lies 1/4 above their sum, so it is rounded down to that sum. Multiplying back gives

fl q x = 1 + 2^(-p).

The last bit of x has been lost.

**Rounding the result to p bits.** Dividing by the coarse spacing gives

(1 + 2^(-p)) / 2^(1-p) = 2^(p-1) + 1/2.

This is a tie. For p ≥ 2 the integer 2^(p-1) is even, so the tie goes down to it, and multiplying back gives 2^(p-1) · 2^(1-p) = 1.

**Rounding x directly to p bits.** Now the last bit is still present:

x / 2^(1-p) = 2^(p-1) + 1/2 + 2^(p-q-2).

The final term is positive and at most 1/8. The quotient is therefore closer to 2^(p-1) + 1 than to 2^(p-1), and it is rounded up. Multiplying back gives

fl p x = 1 + 2^(1-p).

The parity rule never comes into play here. The first rounding turned a number that was not a tie into one that is, and the information needed to decide correctly was gone.

**The error.** After double rounding the error is

x - 1 = 2^(-p) + 2^(-(q+1)),

while half a coarse spacing is 2^(-p). For p = 2 and q = 3 this is 5/16 against 1/4.

**One significant bit.** If p = 1, the tie is 3/2 and its lower neighbour is 2^0 = 1, which is odd. The tie goes up to 2, and direct rounding also gives 2. The two routes agree, as `one_bit_agrees` states, so the condition p ≥ 2 in the main theorem is needed for this family of numbers.

## How the Lean proof follows the calculation

Two lemmas handle the integer rounding. `roundEven_eq_of_abs_lt` says that an integer m at distance less than 1/2 from a real number is its rounded value. Its proof separates two cases. If the number is at or above m, its floor is m and the fractional part is below 1/2; if it is below m, its floor is m - 1 and the fractional part is above 1/2. `roundEven_tie` covers the remaining situation that is needed, a tie just above an even integer.

The general bound `abs_sub_fl_le` first shows that integer rounding has error at most 1/2. Here `split_ifs` goes through the branches of the definition, and `linarith` closes each one from the conditions of that branch together with the inequalities that define the floor. The proof then writes the floating-point error as the integer-rounding error times the spacing, which is positive.

The lemmas `trap_mem` and `ulp_of_mem` establish the range 1 ≤ x < 2 and the spacing 2^(1-p) on it. The three roundings then have a theorem each:

- `first_rounding` sets q = p + d + 1, which turns the quotient into 2^p · 2^d + 2^d + 1/4. The equation `e` records this, and the nearest-integer lemma gives the rounded value.
- `second_rounding` sets p = r + 2. The lower neighbour of the tie is then 2^(r+1), which is even because it equals 2^r + 2^r; this is where p ≥ 2 enters.
- `direct_rounding` sets p = r + 1 and q = p + d + 1. The quotient becomes 2^r + 1/2 + (1/8) · 2^(-d), and the bounds 0 < 2^(-d) ≤ 1 place it within 1/2 of 2^r + 1.

These substitutions replace differences of exponents by sums of natural numbers. In the longer identities, `generalize` then gives the powers of two short names, and `field_simp`, with `ring` where needed, verifies what is left as ordinary algebra of fractions.

`double_rounding` chains the first two theorems for the left-hand route and uses the third for the direct one. `double_rounding_error` inserts the value 1 for the twice-rounded number and 2^(-p) for half the spacing, after which the claim reduces to 2^(-(q+1)) > 0. In `one_bit_agrees` the tie 3/2 is evaluated straight from the definition of `roundEven`, since the lemma for even lower neighbours does not apply to it.
